# Omitting One Determinant from a Ring-Coupled Hamiltonian Makes a Doubly Degenerate Level Nondegenerate

In selected configuration interaction, the Hamiltonian is diagonalised in a chosen subset of the determinants. Suppose that the full Hamiltonian has a doubly degenerate level. Does the degeneracy survive when one determinant is left out?

Take \(n\ge 3\) determinants arranged in a ring, with labels read modulo \(n\). Let \(H\) be a real symmetric matrix whose off-diagonal entries \(H_{ij}\) are nonzero exactly when \(i\) and \(j\) are cyclic neighbours. Physically, the Hamiltonian connects each determinant directly to two others only; the diagonal energies are arbitrary. If \(E\) is a doubly degenerate eigenvalue of \(H\), deleting any determinant \(k\) leaves \(E\) with multiplicity exactly one. Deleting the neighbours \(k\) and \(k+1\) removes \(E\) from the spectrum.

For selected CI this means that, in this ring model, a level that is nondegenerate in the selected space may be doubly degenerate in the full space: the omission of one determinant is enough to lose the degeneracy.

## Two adjacent zeros force the whole vector to vanish

Row \(i\) of the eigenvalue equation for a vector \(u\) is

\[
H_{i,i-1}u_{i-1}+(H_{ii}-E)u_i+H_{i,i+1}u_{i+1}=0 .
\]

If \(u_{i-1}=u_i=0\), then \(u_{i+1}=0\), because \(H_{i,i+1}\neq0\). Starting from \(u_k=u_{k+1}=0\), rows \(k+1,k+2,\dots,k-2\) make all other amplitudes vanish in turn. Row \(k\) is never used.

**One deletion.** Let \(a,b\) be independent eigenvectors at \(E\). If \(a_k=0\), take \(u=a\); otherwise take \(u=b_k a-a_k b\). Either way \(u\neq0\) and \(u_k=0\), and hence \(u_{k+1}\neq0\) by propagation. Since \(u\) has no amplitude on \(k\), its remaining components satisfy

\[
\sum_{j\ne k}H_{ij}u_j=\sum_j H_{ij}u_j=Eu_i\qquad(i\neq k),
\]

so \(E\) survives. Now let \(w\) be any solution for the smaller matrix, and let \(x\) be \(w\) padded with \(x_k=0\). The vector

\[
x-\frac{x_{k+1}}{u_{k+1}}\,u
\]

vanishes at \(k\) and \(k+1\) and satisfies every row except possibly row \(k\). It is therefore zero, and \(w\) is a multiple of the surviving state.

**Two neighbouring deletions.** Pad a solution of the smaller problem to a vector \(x\) with \(x_k=x_{k+1}=0\). Its residual \(r=Hx-Ex\) can be nonzero only at \(k\) and \(k+1\). Let \(v\) be a nonzero eigenvector of \(H\) at \(E\) with \(v_k=0\), so that \(v_{k+1}\ne0\). By symmetry,

\[
v_{k+1}r_{k+1}=v\cdot r=(Hv-Ev)\cdot x=0 .
\]

Thus \(r_{k+1}=0\), row \(k+1\) holds as well, and propagation gives \(x=0\).

## The square ring in numbers

Let \(n=4\), with zero diagonal and unit couplings. The eigenvalues are \(2,0,0,-2\). At \(E=0\) each row reads \(u_{i-1}+u_{i+1}=0\), with normalised solutions \((1,0,-1,0)/\sqrt2\) and \((0,1,0,-1)/\sqrt2\).

Deleting site 0 leaves

\[
\begin{pmatrix}0&1&0\\1&0&1\\0&1&0\end{pmatrix},
\]

with eigenvalues \(\sqrt2,0,-\sqrt2\); the zero level belongs to \((1,0,-1)/\sqrt2\). Deleting sites 0 and 1 leaves eigenvalues \(\pm1\). Deleting the opposite sites 0 and 2 instead leaves the \(2\times2\) zero matrix, in which \(E=0\) is again doubly degenerate. The result for two deletions thus fails for this non-adjacent pair.

## Selected spaces, degeneracy and ring coupling in Lean

The entries of the matrix lie in an arbitrary field `K`, which includes the real case.

```lean
import Mathlib

open Matrix

namespace SelectedCIRing

variable {K : Type*} [Field K] {ι : Type*} [Fintype ι] [DecidableEq ι]
```

A selected space is a finite set `S` of labels, and its Hamiltonian is the corresponding block of `H`.

```lean
/-- The Hamiltonian matrix restricted to the selected determinants `S`. -/
def selectedBlock (H : Matrix ι ι K) (S : Finset ι) : Matrix S S K :=
  H.submatrix Subtype.val Subtype.val
```

Degeneracy is the dimension of the eigenspace, that is, geometric multiplicity. For real symmetric matrices this is the usual multiplicity. The value 0 means that `E` is not an eigenvalue.

```lean
/-- The degeneracy of the level `E`: the dimension of the space of solutions of `A v = E v`. -/
noncomputable def degeneracy (A : Matrix ι ι K) (E : K) : ℕ :=
  Module.finrank K (Module.End.eigenspace (Matrix.toLin' A) E)
```

Labels in `ZMod n` make `i + 1` wrap around the ring. The condition below constrains only off-diagonal entries and requires neither symmetry nor equal couplings.

```lean
/-- Determinants on a ring: two different determinants are coupled exactly when they are
cyclic neighbours. -/
def RingCoupled {n : ℕ} (H : Matrix (ZMod n) (ZMod n) K) : Prop :=
  ∀ i j, i ≠ j → (H i j ≠ 0 ↔ j = i + 1 ∨ i = j + 1)
```

## Passing between the block and the full matrix

The first lemma translates membership of the eigenspace into the matrix equation.

```lean
/-- The eigenspace of the level `E` consists of the solutions of `A v = E v`. -/
theorem mem_level {A : Matrix ι ι K} {E : K} {v : ι → K} :
    v ∈ Module.End.eigenspace (Matrix.toLin' A) E ↔ A *ᵥ v = E • v := by
  rw [Module.End.mem_eigenspace_iff, Matrix.toLin'_apply]
```

The next two carry out the padding argument. A state supported on `S` feels the block as it feels `H` on the selected rows; conversely, a block eigenvector extends by zeros to a vector satisfying those rows.

```lean
omit [DecidableEq ι] in
/-- On a state without amplitude outside the selected space, the selected block acts as the
full Hamiltonian does on the selected rows. -/
theorem selectedBlock_mulVec (H : Matrix ι ι K) (S : Finset ι) (u : ι → K)
    (hu : ∀ i ∉ S, u i = 0) (i : S) :
    (selectedBlock H S *ᵥ fun j : S => u j) i = (H *ᵥ u) i := by
  change ∑ j : S, H i j * u j = ∑ j, H i j * u j
  rw [Finset.sum_coe_sort S (fun j => H i j * u j)]
  exact Finset.sum_subset (Finset.subset_univ S) (fun j _ hj => by rw [hu j hj, mul_zero])

/-- An eigenvector of the selected block, padded with zeros, solves the rows of the full
eigenvalue equation that belong to selected determinants. -/
theorem exists_extension (H : Matrix ι ι K) (S : Finset ι) (E : K) {v : S → K}
    (hv : selectedBlock H S *ᵥ v = E • v) :
    ∃ u : ι → K, (∀ i ∉ S, u i = 0) ∧ (fun j : S => u j) = v ∧
      ∀ i ∈ S, (H *ᵥ u) i = E * u i := by
  obtain ⟨u, hu0, huv⟩ : ∃ u : ι → K, (∀ i ∉ S, u i = 0) ∧ (fun j : S => u j) = v :=
    ⟨fun i => if h : i ∈ S then v ⟨i, h⟩ else 0, fun i hi => dif_neg hi, by funext j; simp⟩
  refine ⟨u, hu0, huv, fun i hi => ?_⟩
  have h := congrFun hv ⟨i, hi⟩
  rw [← huv, selectedBlock_mulVec H S u hu0] at h
  exact h
```

For the node at `k`, Lean replaces the explicit combination of \(a\) and \(b\) by a dimension count. If no nonzero eigenvector vanished at `k`, the amplitude at `k` would map the eigenspace injectively into a one-dimensional space.

```lean
/-- A level that is at least doubly degenerate has a nonzero eigenvector with vanishing
amplitude on any prescribed determinant `k`. -/
theorem exists_node (A : Matrix ι ι K) (E : K) (h : 2 ≤ degeneracy A E) (k : ι) :
    ∃ u : ι → K, u ≠ 0 ∧ A *ᵥ u = E • u ∧ u k = 0 := by
  by_contra hc
  -- otherwise the amplitude on `k` would embed the eigenspace in a line
  let f : Module.End.eigenspace (Matrix.toLin' A) E →ₗ[K] K :=
    (LinearMap.proj (R := K) (φ := fun _ : ι => K) k).comp (Submodule.subtype _)
  have hf : Function.Injective f := (injective_iff_map_eq_zero f).2 fun x hx => by
    by_contra hx0
    exact hc ⟨x.1, fun h => hx0 (Subtype.ext h), mem_level.1 x.2, hx⟩
  have h1 := LinearMap.finrank_le_finrank_of_injective hf
  rw [Module.finrank_self] at h1
  unfold degeneracy at h
  omega
```

## Propagation around the ring

In the propagation lemma, `next` uses the three-term row equation to pass from two adjacent zeros to the following one, and `walk` repeats this step by induction. The hypothesis `hrow` omits row `k`, as the deletion argument requires.

```lean
variable {n : ℕ} [NeZero n] {H : Matrix (ZMod n) (ZMod n) K}

/-- For a ring-coupled Hamiltonian, a vector that vanishes on `k` and `k + 1` and solves the
eigenvalue equation on every row except possibly that of `k` is zero. -/
theorem ring_eq_zero (hH : RingCoupled H) (E : K) {u : ZMod n → K} {k : ZMod n}
    (h0 : u k = 0) (h1 : u (k + 1) = 0) (hrow : ∀ i, i ≠ k → (H *ᵥ u) i = E * u i) :
    u = 0 := by
  -- two adjacent zeros force the next amplitude to vanish
  have next : ∀ i, u i = 0 → u (i - 1) = 0 → u (i + 1) = 0 := by
    intro i hi hp
    by_cases hk : i = k
    · rw [hk]; exact h1
    by_cases hs : i = i + 1
    · exact (congrArg u hs).symm.trans hi
    have row := hrow i hk
    have hsum : (H *ᵥ u) i = H i (i + 1) * u (i + 1) := by
      change ∑ j, H i j * u j = _
      refine Finset.sum_eq_single (i + 1) (fun j _ hj => ?_)
        (fun h => absurd (Finset.mem_univ _) h)
      by_cases hij : i = j
      · rw [← hij, hi, mul_zero]
      by_cases hjp : i = j + 1
      · have hj' : j = i - 1 := eq_sub_of_add_eq hjp.symm
        rw [hj', hp, mul_zero]
      have hz : H i j = 0 := by_contra fun h => ((hH i j hij).1 h).elim hj hjp
      rw [hz, zero_mul]
    rw [hsum, hi, mul_zero] at row
    exact (mul_eq_zero.1 row).resolve_left ((hH i (i + 1) hs).2 (Or.inl rfl))
  -- walk around the ring
  have walk : ∀ m : ℕ, u (k + m) = 0 ∧ u (k + m + 1) = 0 := by
    intro m
    induction m with
    | zero => simpa using And.intro h0 h1
    | succ m ih =>
      have e : k + ((m + 1 : ℕ) : ZMod n) = k + m + 1 := by push_cast; ring
      rw [e]
      exact ⟨ih.2, next _ ih.2 (by rw [add_sub_cancel_right]; exact ih.1)⟩
  funext i
  have h := (walk (i - k).val).1
  have e : k + (((i - k).val : ℕ) : ZMod n) = i := by rw [ZMod.natCast_zmod_val]; ring
  rw [e] at h
  exact h
```

The amplitudes at two adjacent sites therefore determine an eigenvector, which bounds every degeneracy by two.

```lean
/-- No level of a ring-coupled Hamiltonian is more than doubly degenerate. -/
theorem degeneracy_le_two (hH : RingCoupled H) (E : K) : degeneracy H E ≤ 2 := by
  let p (k : ZMod n) : Module.End.eigenspace (Matrix.toLin' H) E →ₗ[K] K :=
    (LinearMap.proj (R := K) (φ := fun _ : ZMod n => K) k).comp (Submodule.subtype _)
  have hf : Function.Injective ((p 0).prod (p (0 + 1))) :=
    (injective_iff_map_eq_zero _).2 fun x hx => Subtype.ext
      (ring_eq_zero hH E (congrArg Prod.fst hx) (congrArg Prod.snd hx)
        fun i _ => congrFun (mem_level.1 x.2) i)
  have h := LinearMap.finrank_le_finrank_of_injective hf
  rw [Module.finrank_prod, Module.finrank_self] at h
  exact h
```

## The two deletion theorems

The set `{k}ᶜ` contains every determinant except `k`. The theorem assumes degeneracy two and concludes degeneracy one. It allows any nonzero `n`, but its hypotheses already force \(n\ge3\): one site has too few dimensions, and a doubly degenerate \(2\times2\) level would require zero coupling. In the proof, `hv` is the surviving state and `hd` is the vanishing difference that makes every other solution proportional to it.

```lean
/-- If `E` is a doubly degenerate level of a ring-coupled Hamiltonian, then omitting any single
determinant `k` from the selected space leaves `E` as a nondegenerate level. -/
theorem degeneracy_omit_one (hH : RingCoupled H) {E : K} (h : degeneracy H E = 2)
    (k : ZMod n) : degeneracy (selectedBlock H {k}ᶜ) E = 1 := by
  obtain ⟨u, hu0, hu, huk⟩ := exists_node H E h.ge k
  have hrow : ∀ i, (H *ᵥ u) i = E * u i := fun i => congrFun hu i
  have hu1 : u (k + 1) ≠ 0 := fun h1 => hu0 (ring_eq_zero hH E huk h1 fun i _ => hrow i)
  have hout : ∀ i ∉ ({k}ᶜ : Finset (ZMod n)), u i = 0 := by
    intro i hi
    have hik : i = k := by simpa using hi
    rw [hik]; exact huk
  -- the state with a node on `k` survives the deletion
  have hv : (fun j : ({k}ᶜ : Finset (ZMod n)) => u j) ∈
      Module.End.eigenspace (Matrix.toLin' (selectedBlock H {k}ᶜ)) E :=
    mem_level.2 (funext fun i => (selectedBlock_mulVec H _ u hout i).trans (hrow i))
  unfold degeneracy
  refine finrank_eq_one (⟨_, hv⟩ : Module.End.eigenspace _ E) ?_ ?_
  · intro hz
    apply hu0
    funext i
    by_cases hi : i = k
    · rw [hi]; exact huk
    · exact congrFun (congrArg Subtype.val hz) ⟨i, by simpa using hi⟩
  · -- every other surviving state is a multiple of it
    rintro ⟨w, hw⟩
    obtain ⟨x, hx0, hxw, hx⟩ := exists_extension H _ E (mem_level.1 hw)
    have hxk : x k = 0 := hx0 k (by simp)
    have hd : x - (x (k + 1) / u (k + 1)) • u = 0 := by
      refine ring_eq_zero hH E (k := k) (by simp [hxk, huk]) (by simp [hu1]) fun i hi => ?_
      rw [Matrix.mulVec_sub, Matrix.mulVec_smul]
      simp only [Pi.sub_apply, Pi.smul_apply, smul_eq_mul]
      rw [hx i (by simpa using hi), hrow i]
      ring
    refine ⟨x (k + 1) / u (k + 1), Subtype.ext (funext fun j => ?_)⟩
    have h1 : x j - x (k + 1) / u (k + 1) * u j = 0 := congrFun hd j
    have h2 : x j = w j := congrFun hxw j
    change x (k + 1) / u (k + 1) * u j = w j
    rw [← h2]
    exact (sub_eq_zero.1 h1).symm
```

The second theorem adds `H.IsSymm`, which means \(H^T=H\) without complex conjugation. Complex Hermitian matrices thus fall under the first theorem, but under this one only if they are also symmetric. Here `hdot` states the orthogonality of `v` to the residual, `hsingle` reduces the product to its term at `k + 1`, and `hres` recovers the missing row.

```lean
/-- If `E` is a doubly degenerate level of a symmetric ring-coupled Hamiltonian, then omitting
two neighbouring determinants removes `E` from the spectrum of the selected space. -/
theorem degeneracy_omit_neighbours (hH : RingCoupled H) (hs : H.IsSymm) {E : K}
    (h : degeneracy H E = 2) (k : ZMod n) :
    degeneracy (selectedBlock H {k, k + 1}ᶜ) E = 0 := by
  obtain ⟨v, hv0, hv, hvk⟩ := exists_node H E h.ge k
  have hv1 : v (k + 1) ≠ 0 := fun h1 =>
    hv0 (ring_eq_zero hH E hvk h1 fun i _ => congrFun hv i)
  have hbot : Module.End.eigenspace (Matrix.toLin' (selectedBlock H {k, k + 1}ᶜ)) E = ⊥ := by
    refine (Submodule.eq_bot_iff _).2 fun w hw => ?_
    obtain ⟨x, hx0, hxw, hx⟩ := exists_extension H _ E (mem_level.1 hw)
    -- the residual of `x` is orthogonal to the full eigenvector `v`
    have hvec : v ᵥ* H = H *ᵥ v := by rw [← Matrix.vecMul_transpose, hs.eq]
    have hdot : v ⬝ᵥ (H *ᵥ x - E • x) = 0 := by
      rw [dotProduct_sub, Matrix.dotProduct_mulVec, hvec, hv, smul_dotProduct,
        dotProduct_smul, sub_self]
    have hsingle : v ⬝ᵥ (H *ᵥ x - E • x) =
        v (k + 1) * ((H *ᵥ x) (k + 1) - E * x (k + 1)) := by
      refine Finset.sum_eq_single (k + 1) (fun i _ hi => ?_)
        (fun h => absurd (Finset.mem_univ _) h)
      change v i * ((H *ᵥ x) i - E * x i) = 0
      by_cases hik : i = k
      · rw [hik, hvk, zero_mul]
      · rw [hx i (by simp [hik, hi]), sub_self, mul_zero]
    rw [hsingle] at hdot
    have hres := sub_eq_zero.1 ((mul_eq_zero.1 hdot).resolve_left hv1)
    have hzero : x = 0 := by
      refine ring_eq_zero hH E (hx0 k (by simp)) (hx0 (k + 1) (by simp)) fun i hik => ?_
      by_cases hi : i = k + 1
      · rw [hi]; exact hres
      · exact hx i (by simp [hik, hi])
    rw [← hxw, hzero]
    rfl
  unfold degeneracy
  rw [hbot, finrank_bot]
```

## The square ring satisfies the hypotheses

The numerical example is defined over the real numbers.

```lean
/-- The real four-site ring with zero diagonal and unit coupling between cyclic neighbours. -/
def squareRing : Matrix (ZMod 4) (ZMod 4) ℝ :=
  Matrix.of fun i j => if j = i + 1 ∨ i = j + 1 then 1 else 0
```

The upper bound on its degeneracy comes from `degeneracy_le_two`. For the lower bound, the two unnormalised integer vectors \((1,0,-1,0)\) and \((0,1,0,-1)\) are checked by `decide` and transferred to the reals by `lift`. If the eigenspace had dimension at most one, both would be multiples of a single vector, and comparing their amplitudes at sites 0 and 1 would give \(1=0\).

```lean
/-- The four-site ring is ring-coupled and symmetric, and its level `0` is doubly degenerate. -/
theorem squareRing_witness :
    RingCoupled squareRing ∧ squareRing.IsSymm ∧ degeneracy squareRing 0 = 2 := by
  have hR : RingCoupled squareRing := by
    intro i j _
    simp [squareRing]
    exact or_iff_not_imp_left.symm
  refine ⟨hR, ?_, le_antisymm (degeneracy_le_two hR 0) ?_⟩
  · ext i j
    simp [squareRing, or_comm]
  have lift : ∀ a : ZMod 4 → ℤ,
      (∀ i, ∑ j, (if j = i + 1 ∨ i = j + 1 then (1 : ℤ) else 0) * a j = 0) →
      (fun j => (a j : ℝ)) ∈ Module.End.eigenspace (Matrix.toLin' squareRing) 0 := by
    intro a ha
    rw [mem_level, zero_smul]
    funext i
    have h := congrArg (Int.cast : ℤ → ℝ) (ha i)
    push_cast at h
    exact h
  -- two independent states, living on opposite pairs of sites
  obtain ⟨a, ha, a0, a1⟩ : ∃ a : ZMod 4 → ℤ,
      (∀ i, ∑ j, (if j = i + 1 ∨ i = j + 1 then (1 : ℤ) else 0) * a j = 0) ∧
      a 0 = 1 ∧ a 1 = 0 :=
    ⟨fun j => if j = 0 then 1 else if j = 2 then -1 else 0, by decide, by decide, by decide⟩
  obtain ⟨b, hb, b0, b1⟩ : ∃ b : ZMod 4 → ℤ,
      (∀ i, ∑ j, (if j = i + 1 ∨ i = j + 1 then (1 : ℤ) else 0) * b j = 0) ∧
      b 0 = 0 ∧ b 1 = 1 :=
    ⟨fun j => if j = 1 then 1 else if j = 3 then -1 else 0, by decide, by decide, by decide⟩
  by_contra hlt
  have hle : Module.finrank ℝ (Module.End.eigenspace (Matrix.toLin' squareRing) 0) ≤ 1 := by
    unfold degeneracy at hlt
    omega
  obtain ⟨v, hv⟩ := finrank_le_one_iff.1 hle
  obtain ⟨c, hc⟩ := hv ⟨_, lift a ha⟩
  obtain ⟨d, hd⟩ := hv ⟨_, lift b hb⟩
  have hc' : ∀ i, c * v.1 i = (a i : ℝ) := fun i => congrFun (congrArg Subtype.val hc) i
  have hd' : ∀ i, d * v.1 i = (b i : ℝ) := fun i => congrFun (congrArg Subtype.val hd) i
  have c0 := hc' 0
  have c1 := hc' 1
  have d0 := hd' 0
  have d1 := hd' 1
  rw [a0, Int.cast_one] at c0
  rw [a1, Int.cast_zero] at c1
  rw [b0, Int.cast_zero] at d0
  rw [b1, Int.cast_one] at d1
  have key : (1 : ℝ) = 0 := by
    calc (1 : ℝ) = (c * v.1 0) * (d * v.1 1) := by rw [c0, d1, mul_one]
      _ = (c * v.1 1) * (d * v.1 0) := by ring
      _ = 0 := by rw [c1, zero_mul]
  exact one_ne_zero key

end SelectedCIRing
```

```lean
#print axioms SelectedCIRing.degeneracy_omit_one
#print axioms SelectedCIRing.degeneracy_omit_neighbours
```

```
'SelectedCIRing.degeneracy_omit_one' depends on axioms: [propext, Classical.choice, Quot.sound]
'SelectedCIRing.degeneracy_omit_neighbours' depends on axioms: [propext, Classical.choice, Quot.sound]
```
